# The one-mode Doktorov recursion from ladder operators and a real mode change

The two oscillators are represented by linear operators defined on every vector of a complex inner-product space E, not by unbounded operators with separate domains. E stands for a space such as the rapidly decreasing wavefunctions, which all the ladder operators map into itself. It can't be a complete Hilbert space if the levels are nonzero, because everywhere-defined adjoint pairs there are bounded, while a stretches e_n by √n.

Defining the levels as explicit oscillator eigenfunctions would turn the ladder rules from hypotheses into theorems and give the ground-state overlap a value, at the cost of Gaussian integrals.

```lean
import Mathlib

open scoped InnerProductSpace

namespace DoktorovRecursion

noncomputable section

/- The standard model is the space of rapidly decreasing wavefunctions on the line, with
the eigenfunctions of two harmonic oscillators as level families. Its construction is
left out here. -/
```

## Adjoint pairs with the standard ladder action

`IsLadder a ad e` says that a and a† are mutually adjoint and that

a e_n = √n e_(n−1),  a† e_n = √(n+1) e_(n+1).

The same is assumed of b, b† and the new levels f_m. At n = 0 Lean reads n − 1 as 0, but the coefficient √0 removes the term. Neither normalisation nor completeness of the levels is assumed.

```lean
/-- The operators `a` and `ad` are mutually adjoint and act as the standard lowering and
raising operators on the levels `e n`. -/
structure IsLadder {E : Type*} [NormedAddCommGroup E] [InnerProductSpace ℂ E]
    (a ad : E →ₗ[ℂ] E) (e : ℕ → E) : Prop where
  adjoint : ∀ x y, inner ℂ (ad x) y = inner ℂ x (a y)
  lower : ∀ n : ℕ, a (e n) = ((√(n : ℝ) : ℝ) : ℂ) • e (n - 1)
  raise : ∀ n : ℕ, ad (e n) = ((√((n : ℝ) + 1) : ℝ) : ℂ) • e (n + 1)
```

Adjointness moves an operator from one side of an overlap to the other, and the ladder action then shifts an index. With I(m,n) = ⟨f_m, e_n⟩,

⟨f_m, b e_n⟩ = ⟨b† f_m, e_n⟩ = √(m+1) I(m+1,n)
⟨f_m, b† e_n⟩ = ⟨b f_m, e_n⟩ = √m I(m−1,n)
⟨f_m, a e_n⟩ = √n I(m,n−1).

The first two lines are `h1` and `h2` in the proof of the recursion. Without adjointness the operators could not be moved; without the ladder action the result would not be another overlap.

## A real linear relation between the modes

`ModeChange` postulates b = c a + s a† + d. For one harmonic mode whose frequency changes from ω to ω′, with r = √(ω′/ω),

c = (r + 1/r)/2,  s = (r − 1/r)/2,

and d = −√(μω′/(2ħ)) Δ, where μ is the mass of the mode and Δ the shift of the equilibrium position from the old oscillator to the new one. Without such a relation, nothing would connect the two families of levels.

```lean
/-- The operator `b` equals `c a + s ad + d`, with real coefficients `c`, `s` and `d`. -/
def ModeChange {E : Type*} [NormedAddCommGroup E] [InnerProductSpace ℂ E]
    (c s d : ℝ) (a ad b : E →ₗ[ℂ] E) : Prop :=
  ∀ x, b x = (c : ℂ) • a x + (s : ℂ) • ad x + (d : ℂ) • x

/-- The overlap `I(m,n) = ⟨f_m, e_n⟩` of a vector of the family `f` with one of the family `e`. -/
def overlap {E : Type*} [NormedAddCommGroup E] [InnerProductSpace ℂ E]
    (f e : ℕ → E) (m n : ℕ) : ℂ :=
  inner ℂ (f m) (e n)
```

By hand, for all x and y,

⟨b†x, y⟩ = ⟨x, b y⟩ = c⟨x, a y⟩ + s⟨x, a†y⟩ + d⟨x, y⟩ = ⟨(c a† + s a + d)x, y⟩,

so b† = c a† + s a + d. `new_raising` makes this comparison with `ext_inner_right`, using `adjoint'` for the reversed adjoint relation. Complex coefficients would appear conjugated in b†.

```lean
variable {E : Type*} [NormedAddCommGroup E] [InnerProductSpace ℂ E]
  {a ad b bd : E →ₗ[ℂ] E} {e f : ℕ → E} {c s d : ℝ}

/-- The lowering operator moves across the inner product as the raising operator. -/
theorem IsLadder.adjoint' (h : IsLadder a ad e) (x y : E) :
    inner ℂ (a x) y = inner ℂ x (ad y) := by
  rw [← inner_conj_symm (a x) y, ← h.adjoint y x, inner_conj_symm]

/-- The raising operator of the new oscillator is `b† = c a† + s a + d`. -/
theorem new_raising (ha : IsLadder a ad e) (hb : IsLadder b bd f)
    (hm : ModeChange c s d a ad b) (x : E) :
    bd x = (c : ℂ) • ad x + (s : ℂ) • a x + (d : ℂ) • x := by
  -- compare the inner products of both sides with an arbitrary vector
  refine ext_inner_right ℂ fun y => ?_
  rw [hb.adjoint, hm y]
  simp only [inner_add_left, inner_add_right, inner_smul_left, inner_smul_right,
    Complex.conj_ofReal, ha.adjoint, ha.adjoint']
```

## The condition c² − s² = 1

This condition preserves the commutator [a, a†] = 1 under the mode change. Combining the formulas for b and b† gives

c b − s b† = (c² − s²) a + d(c − s),

hence a = c b − s b† − d(c − s). `old_lowering` inserts the factor c² − s² in front of a x, and `module` collects the terms.

```lean
/-- For `c² - s² = 1` the old lowering operator is `a = c b - s b† - d (c - s)`. -/
theorem old_lowering (ha : IsLadder a ad e) (hb : IsLadder b bd f)
    (hm : ModeChange c s d a ad b) (hcs : c ^ 2 - s ^ 2 = 1) (x : E) :
    a x = (c : ℂ) • b x - (s : ℂ) • bd x - ((d : ℂ) * (c - s)) • x := by
  have h : (c : ℂ) ^ 2 - (s : ℂ) ^ 2 = 1 := by exact_mod_cast hcs
  calc a x = ((c : ℂ) ^ 2 - (s : ℂ) ^ 2) • a x := by rw [h, one_smul]
    _ = _ := by
      rw [hm x, new_raising ha hb hm x]
      module
```

Taking the matrix element between f_m and e_n and rearranging gives

c√(m+1) I(m+1,n) = √n I(m,n−1) + s√m I(m−1,n) + d(c−s) I(m,n).

`linear_combination` does the rearrangement. The proof uses the condition through `old_lowering`, but any nonzero overlap already implies it: in ⟨f_m, (b b† − b† b) e_n⟩, moving the operators onto f_m gives I(m,n), while inserting the mode change gives (c² − s²) I(m,n). If all overlaps vanish, the recursion is trivial.

```lean
/-- The one-mode Doktorov recursion, which raises the quantum number `m` of the new
oscillator. -/
theorem doktorov_recursion (ha : IsLadder a ad e) (hb : IsLadder b bd f)
    (hm : ModeChange c s d a ad b) (hcs : c ^ 2 - s ^ 2 = 1) (m n : ℕ) :
    (c : ℂ) * ((√((m : ℝ) + 1) : ℝ) : ℂ) * overlap f e (m + 1) n =
      ((√(n : ℝ) : ℝ) : ℂ) * overlap f e m (n - 1)
        + (s : ℂ) * (((√(m : ℝ) : ℝ) : ℂ) * overlap f e (m - 1) n)
        + (d : ℂ) * (c - s) * overlap f e m n := by
  -- let b and b† act to the left, on the new levels
  have h1 : inner ℂ (f m) (b (e n)) =
      ((√((m : ℝ) + 1) : ℝ) : ℂ) * inner ℂ (f (m + 1)) (e n) := by
    rw [← hb.adjoint, hb.raise, inner_smul_left, Complex.conj_ofReal]
  have h2 : inner ℂ (f m) (bd (e n)) =
      ((√(m : ℝ) : ℝ) : ℂ) * inner ℂ (f (m - 1)) (e n) := by
    rw [← hb.adjoint', hb.lower, inner_smul_left, Complex.conj_ofReal]
  have h := congrArg (inner ℂ (f m)) (old_lowering ha hb hm hcs (e n))
  rw [ha.lower] at h
  simp only [inner_sub_right, inner_smul_right, h1, h2] at h
  unfold overlap
  linear_combination -h
```

The matrix element of b† gives a second recursion, whose proof doesn't use the condition:

c√(n+1) I(m,n+1) = √m I(m−1,n) − s√n I(m,n−1) − d I(m,n).

A Franck–Condon program for a single harmonic mode can start from I(0,0), fill the column n = 0 with the first recursion and obtain the later columns from the second. Within the Condon approximation, the squared overlaps of normalised levels weight the vibronic band intensities. Mixing between several modes is not covered.

```lean
/-- The companion recursion, which raises the quantum number `n` of the old oscillator. -/
theorem companion_recursion (ha : IsLadder a ad e) (hb : IsLadder b bd f)
    (hm : ModeChange c s d a ad b) (m n : ℕ) :
    (c : ℂ) * ((√((n : ℝ) + 1) : ℝ) : ℂ) * overlap f e m (n + 1) =
      ((√(m : ℝ) : ℝ) : ℂ) * overlap f e (m - 1) n
        - (s : ℂ) * (((√(n : ℝ) : ℝ) : ℂ) * overlap f e m (n - 1))
        - (d : ℂ) * overlap f e m n := by
  have h2 : inner ℂ (f m) (bd (e n)) =
      ((√(m : ℝ) : ℝ) : ℂ) * inner ℂ (f (m - 1)) (e n) := by
    rw [← hb.adjoint', hb.lower, inner_smul_left, Complex.conj_ofReal]
  have h := congrArg (inner ℂ (f m)) (new_raising ha hb hm (e n))
  rw [h2, ha.lower, ha.raise] at h
  simp only [inner_add_right, inner_smul_right] at h
  unfold overlap
  linear_combination -h
```

## No displacement: d = 0

With d = 0, each recursion links an overlap only to overlaps whose m + n is smaller by two. Since c² = 1 + s², c is nonzero and can be divided out. Induction on m + n then makes every odd overlap vanish: the proof uses the first recursion when m > 0 and the second when m = 0, with `hA` and `hB` removing the lower terms. If d ≠ 0, I(1,0) = d(c−s)I(0,0)/c is nonzero whenever I(0,0) is.

```lean
/-- Parity selection rule: without displacement, the overlap of two levels vanishes when
the sum of their quantum numbers is odd. -/
theorem parity_selection (ha : IsLadder a ad e) (hb : IsLadder b bd f)
    (hm : ModeChange c s 0 a ad b) (hcs : c ^ 2 - s ^ 2 = 1) (m n : ℕ)
    (hodd : Odd (m + n)) : overlap f e m n = 0 := by
  have hc : (c : ℂ) ≠ 0 := by
    refine Complex.ofReal_ne_zero.2 fun h => ?_
    rw [h] at hcs
    nlinarith [sq_nonneg s]
  have hr : ∀ k : ℕ, ((√((k : ℝ) + 1) : ℝ) : ℂ) ≠ 0 := fun k =>
    Complex.ofReal_ne_zero.2 (Real.sqrt_pos.2 (by positivity)).ne'
  have key : ∀ N m n : ℕ, m + n ≤ N → (m + n) % 2 = 1 → overlap f e m n = 0 := by
    intro N
    induction N with
    | zero => intro m n h1 h2; omega
    | succ N ih =>
      intro m n h1 h2
      -- the lower overlaps in both recursions vanish by induction
      have hA : ∀ k l : ℕ, k + l ≤ N → (k + l) % 2 = 0 →
          ((√(k : ℝ) : ℝ) : ℂ) * overlap f e (k - 1) l = 0 := by
        intro k l h3 h4
        rcases k with _ | k
        · simp
        · rw [ih (k + 1 - 1) l (by omega) (by omega), mul_zero]
      have hB : ∀ k l : ℕ, k + l ≤ N → (k + l) % 2 = 0 →
          ((√(l : ℝ) : ℝ) : ℂ) * overlap f e k (l - 1) = 0 := by
        intro k l h3 h4
        rcases l with _ | l
        · simp
        · rw [ih k (l + 1 - 1) (by omega) (by omega), mul_zero]
      rcases m with _ | k
      · rcases n with _ | l
        · omega
        · have h := companion_recursion ha hb hm 0 l
          rw [hA 0 l (by omega) (by omega), hB 0 l (by omega) (by omega),
            Complex.ofReal_zero, mul_zero, zero_mul, sub_zero, sub_zero] at h
          exact (mul_eq_zero.1 h).resolve_left (mul_ne_zero hc (hr l))
      · have h := doktorov_recursion ha hb hm hcs k n
        rw [hA k n (by omega) (by omega), hB k n (by omega) (by omega),
          Complex.ofReal_zero, mul_zero, zero_mul, zero_mul, add_zero, add_zero] at h
        exact (mul_eq_zero.1 h).resolve_left (mul_ne_zero hc (hr k))
  exact key (m + n) m n le_rfl (Nat.odd_iff.1 hodd)
```

## Equal frequencies: c = 1, s = 0

For n = 0 the recursion shortens to

√(m+1) I(m+1,0) = d I(m,0).

Taking squared moduli and iterating gives

|I(m,0)|² = (d²)^m/m! · |I(0,0)|².

The Lean proof is the same induction on m. With s ≠ 0, the term in I(m−1,0) returns and this one-step product no longer follows. The theorem fixes ratios only; the Poisson prefactor |I(0,0)|² = exp(−d²) follows if, in addition, the levels are normalised and the f_m are complete.

```lean
/-- For a pure displacement `b = a + d`, the squared overlaps with the old ground level
are `(d²)^m / m!` times the squared overlap of the two ground levels. -/
theorem displaced_progression (ha : IsLadder a ad e) (hb : IsLadder b bd f)
    (hm : ModeChange 1 0 d a ad b) (m : ℕ) :
    ‖overlap f e m 0‖ ^ 2 =
      (d ^ 2) ^ m / (m.factorial : ℝ) * ‖overlap f e 0 0‖ ^ 2 := by
  induction m with
  | zero => simp
  | succ m ih =>
    have h := doktorov_recursion ha hb hm (by norm_num) m 0
    have h' : ((√((m : ℝ) + 1) : ℝ) : ℂ) * overlap f e (m + 1) 0 =
        (d : ℂ) * overlap f e m 0 := by simpa using h
    -- pass to squared moduli
    have h2 := congrArg (fun z : ℂ => ‖z‖ ^ 2) h'
    simp only [norm_mul, mul_pow, Complex.norm_real, Real.norm_eq_abs, sq_abs] at h2
    rw [Real.sq_sqrt (by positivity : (0 : ℝ) ≤ (m : ℝ) + 1), ih] at h2
    have hm1 : (m : ℝ) + 1 ≠ 0 := by positivity
    have hf : (m.factorial : ℝ) ≠ 0 := by positivity
    apply mul_left_cancel₀ hm1
    rw [h2, Nat.factorial_succ]
    push_cast
    field_simp
    ring

end

end DoktorovRecursion
```

```lean
#print axioms DoktorovRecursion.doktorov_recursion
#print axioms DoktorovRecursion.parity_selection
#print axioms DoktorovRecursion.displaced_progression
```

```
'DoktorovRecursion.doktorov_recursion' depends on axioms: [propext, Classical.choice, Quot.sound]
'DoktorovRecursion.parity_selection' depends on axioms: [propext, Classical.choice, Quot.sound]
'DoktorovRecursion.displaced_progression' depends on axioms: [propext, Classical.choice, Quot.sound]
```
